# Under equal weighting of all configurations, distinct two-valued spins are uncorrelated

Take a finite set of sites, each carrying a classical sign +1 or −1, and give every configuration the same weight, with no interaction between sites. The theorem says that the product of the signs at sites i and j, summed over all configurations, is 2^N if i = j and 0 otherwise, where N is the number of sites. The sum is unnormalised; dividing by 2^N gives the averages 1 and 0. For equal sites the proof uses the fact that a sign squares to 1. For distinct sites it flips the sign at i, which permutes the configurations and negates every term, so that the sum equals its own negative.

Lean 4 with Mathlib refuses this proof:

```lean
import Mathlib

open Matrix

namespace SumSgnMulSgn

noncomputable section

variable {ι : Type*} [Fintype ι]

variable [DecidableEq ι]

/-- The sign `+1` or `-1` encoded by a bit. -/
def sgn (b : Bool) : ℝ := if b then 1 else -1

/-- Summed over all sign patterns, the product of the signs at two distinct indices gives zero, and
the square of the sign at one index gives the number of patterns. -/
theorem sum_sgn_mul_sgn (i j : ι) :
    ∑ s : ι → Bool, sgn (s i) * sgn (s j) = if i = j then 2 ^ Fintype.card ι else 0 := by
  by_cases hij : i = j
  · subst hij
    have h : ∀ b, sgn b * sgn b = 1 := by intro b; cases b <;> simp [sgn]
    simp [h]
  · -- flipping the sign i reverses every term
    let e : Equiv.Perm (ι → Bool) :=
      Function.Involutive.toPerm (fun s => Function.update s i (!s i)) (by intro s; simp)
    have h2 : ∀ s, sgn (e s i) * sgn (e s j) = -(sgn (s i) * sgn (s j)) := by
      intro s
      have hi : e s i = !s i := Function.update_self ..
      have hj : e s j = s j := Function.update_of_ne (Ne.symm hij) ..
      rw [hi, hj]
      cases s i <;> simp [sgn]
    have h := Equiv.sum_comp e (fun s => sgn (s i) * sgn (s j))
    simp only [h2, Finset.sum_neg_distrib] at h
    rw [if_neg hij]
    linarith

end

end SumSgnMulSgn
```

The compiler's answer:

```
Main.lean:27:75: error: unsolved goals
case false
ι : Type u_1
inst✝¹ : Fintype ι
inst✝ : DecidableEq ι
i j : ι
hij : ¬i = j
e : Equiv.Perm (ι → Bool) := Function.Involutive.toPerm (fun s => Function.update s i !s i) ⋯
s : ι → Bool
hi : e s i = !s i
hj : e s j = s j
⊢ (if s j = true then 1 else -1) = -if s j = true then -1 else 1

case true
ι : Type u_1
inst✝¹ : Fintype ι
inst✝ : DecidableEq ι
i j : ι
hij : ¬i = j
e : Equiv.Perm (ι → Bool) := Function.Involutive.toPerm (fun s => Function.update s i !s i) ⋯
s : ι → Bool
hi : e s i = !s i
hj : e s j = s j
⊢ (if s j = true then -1 else 1) = -if s j = true then 1 else -1
```

Both unsolved goals belong to `h2`, the claim that the flip negates each term. `cases s i` fixes the bit at i, but the bit `s j` remains unknown. `simp [sgn]` unfolds `sgn (s j)` as well, into an `if` on `s j`. Where this `if` is multiplied by −1, `simp` carries the factor into the branches, but it leaves the minus sign on the right-hand side outside. The two sides are equal for either value of `s j`, yet they have different forms, and `simp` does not split on `s j` to compare them.

The repair proves the sign change for a single bit, as `hflip`. There `cases b` leaves no unknown bit, so `simp [sgn]` has only numbers to compare. After `hi` and `hj`, rewriting with `hflip` turns `sgn (!s i)` into `-sgn (s i)`, and `neg_mul` moves the minus sign outside the product. The two sides are then identical and `rw` closes the goal, with `sgn (s j)` never unfolded.

After these edits no error is left:

```diff
@@ -29,6 +29,6 @@
       have hi : e s i = !s i := Function.update_self ..
       have hj : e s j = s j := Function.update_of_ne (Ne.symm hij) ..
-      rw [hi, hj]
-      cases s i <;> simp [sgn]
+      have hflip : ∀ b, sgn (!b) = -sgn b := by intro b; cases b <;> simp [sgn]
+      rw [hi, hj, hflip, neg_mul]
     have h := Equiv.sum_comp e (fun s => sgn (s i) * sgn (s j))
     simp only [h2, Finset.sum_neg_distrib] at h
```
